# Quadratic convergence of a projector-free reduced resolvent in finite dimension

A molecule or spin system with Hamiltonian $H_0$ sits in a level $E_0$ and is exposed to a weak perturbation $V$. If the level is nondegenerate with normalised state $\psi_0$, the first-order change of the state, chosen orthogonal to $\psi_0$, is $RV\psi_0$. Here $R$ is the reduced resolvent, which divides by $E_0-E_n$ on every other level $E_n$ and gives zero on $\psi_0$. Since $A=H_0-E_0$ is singular, $R$ cannot be obtained as $-A^{-1}$. One remedy is to project $\psi_0$ out. Another is to replace $R$ by $-A(A^2+h^2)^{-1}$ with a small real energy $h$, which needs no projector. How large is the error?

## The error, level by level

Let $A$ be Hermitian on a finite-dimensional space, and let every nonzero eigenvalue have modulus at least $D>0$. Physically, $D$ is a lower bound on the distance from $E_0$ to any other level. The level $E_0$ itself may be degenerate. For real $h\neq0$ the claim is

$$\|R+A(A^2+h^2)^{-1}\|\le\frac{h^2}{D(D^2+h^2)} .$$

The inverse exists because

$$\langle x,(A^2+h^2)x\rangle=\|Ax\|^2+h^2\|x\|^2>0\qquad(x\neq0),$$

so $A^2+h^2$ is injective, and in finite dimension therefore invertible.

Now let $Ax=ax$ with $a$ real. Then $(A^2+h^2)x=(a^2+h^2)x$, and hence

$$A(A^2+h^2)^{-1}x=\frac{a}{a^2+h^2}\,x .$$

If $a=0$, this vanishes, and so does $Rx$. If $a\neq0$, then $x$ is orthogonal to the kernel of $A$, where $R$ inverts $-A$, so $Rx=-x/a$. The error acts as the factor

$$-\frac1a+\frac{a}{a^2+h^2}=\frac{-(a^2+h^2)+a^2}{a(a^2+h^2)}=-\frac{h^2}{a(a^2+h^2)} .$$

Its modulus, $h^2/(|a|(|a|^2+h^2))$, decreases as $|a|$ grows, so $|a|\ge D$ bounds it by $c=h^2/(D(D^2+h^2))$.

Finally, expand any $x$ in an orthonormal eigenbasis $b_i$ of $A$, and let $t_i$ be the error factor on $b_i$. Writing $T$ for the error operator,

$$\|Tx\|^2=\sum_i|t_i|^2|\langle b_i,x\rangle|^2\le c^2\|x\|^2 ,$$

which is the claim. If $D$ or $-D$ is an eigenvalue, its eigenvector is stretched by exactly $c$, and the bound is an equality. Since $c\le h^2/D^3$, the error vanishes at least quadratically as $h\to0$.

For matrix perturbation theory in a finite basis, this bounds the error in the first-order state by $c\,\|V\psi_0\|$.

## Three levels with numbers

Take $A$ with eigenvalues $0,1,-2$, so that $D=1$ and the reference level lies between the other two. With $h=0.1$:

| $a$ | $R$ | $A(A^2+h^2)^{-1}$ | sum |
|---|---|---|---|
| $0$ | $0$ | $0$ | $0$ |
| $1$ | $-1$ | $1/1.01\approx0.99010$ | $\approx-0.00990$ |
| $-2$ | $0.5$ | $-2/4.01\approx-0.49875$ | $\approx0.00125$ |

The norm of the error is $0.01/1.01\approx0.00990$, equal to the bound. Halving $h$ to $0.05$ gives $0.0025/1.0025\approx0.00249$, close to a quarter.

## Operators, gap and regularisation in Lean

The state space `E` is a complex inner product space, and operators are continuous linear maps `E →L[ℂ] E`, whose norm is the operator norm.

```lean
import Mathlib

open Filter Topology

namespace RegularisedReducedResolvent

noncomputable section

variable {E : Type*} [NormedAddCommGroup E] [InnerProductSpace ℂ E]
```

The reduced resolvent is specified by what it does. The field `kills` makes it vanish on the kernel of $A$. The field `inverts` says that for $x$ orthogonal to the kernel, $A(Rx)=-x$ and $Rx$ is again orthogonal to the kernel. The minus sign fixes the convention $R=(E_0-H_0)^{-1}$ on that complement. The theorems take such an $R$ as given; they do not construct it for a general $A$.

```lean
/-- `R` is the reduced resolvent of `A = H0 - E_0`: it vanishes on the kernel of `A`, and on
the orthogonal complement of the kernel it is the inverse of `-A`. -/
structure IsReducedResolvent (A R : E →L[ℂ] E) : Prop where
  kills : ∀ x, A x = 0 → R x = 0
  inverts : ∀ x, (∀ y, A y = 0 → inner ℂ y x = 0) →
    A (R x) = -x ∧ ∀ y, A y = 0 → inner ℂ y (R x) = 0
```

The gap is a condition on actual eigenvectors. Restricting to real `a` loses nothing for Hermitian operators.

```lean
/-- Every nonzero real eigenvalue of `A` has absolute value at least `D`. -/
def HasGap (A : E →L[ℂ] E) (D : ℝ) : Prop :=
  ∀ (a : ℝ) (x : E), x ≠ 0 → A x = (a : ℂ) • x → a ≠ 0 → D ≤ |a|
```

The next two definitions are $A^2+h^2$ and $A(A^2+h^2)^{-1}$. `Ring.inverse` is a total function that returns zero for a non-invertible operator, so invertibility has to be proved before it means what it should.

```lean
/-- The shifted square `A² + h²`. -/
def shiftedSquare (A : E →L[ℂ] E) (h : ℝ) : E →L[ℂ] E :=
  A * A + ((h : ℂ) ^ 2) • (1 : E →L[ℂ] E)

/-- The projector-free regularised inverse `A (A² + h²)⁻¹`. -/
def regularisedInverse (A : E →L[ℂ] E) (h : ℝ) : E →L[ℂ] E :=
  A * Ring.inverse (shiftedSquare A h)
```

## Action of the reduced resolvent on an eigenvector

Symmetry, `hA`, expresses that $A$ is Hermitian. It gives `hperp`: an eigenvector with $a\neq0$ is orthogonal to the kernel. The vector $Rx+x/a$ then lies in the kernel (`hz`) and is also orthogonal to it, so its inner product with itself is zero (`hzz`). This establishes $Rx=-x/a$.

```lean
/-- On an eigenvector of a Hermitian `A` with eigenvalue `a ≠ 0` the reduced resolvent acts as
`-1/a`. -/
theorem reducedResolvent_eigenvector {A R : E →L[ℂ] E}
    (hA : (A : E →ₗ[ℂ] E).IsSymmetric) (hR : IsReducedResolvent A R)
    {a : ℝ} (ha : a ≠ 0) {x : E} (hx : A x = (a : ℂ) • x) :
    R x = (-(a : ℂ)⁻¹) • x := by
  have hac : (a : ℂ) ≠ 0 := Complex.ofReal_ne_zero.mpr ha
  -- the eigenvector is orthogonal to the kernel
  have hperp : ∀ y, A y = 0 → inner ℂ y x = 0 := by
    intro y hy
    have h1 : inner ℂ (A y) x = inner ℂ y (A x) := hA y x
    rw [hy, hx, inner_zero_left, inner_smul_right] at h1
    exact (mul_eq_zero.mp h1.symm).resolve_left hac
  obtain ⟨h1, h2⟩ := hR.inverts x hperp
  -- the difference of the two candidates lies in the kernel and is orthogonal to it
  have hz : A (R x + (a : ℂ)⁻¹ • x) = 0 := by
    rw [map_add, map_smul, h1, hx, smul_smul, inv_mul_cancel₀ hac, one_smul, neg_add_cancel]
  have hzz : inner ℂ (R x + (a : ℂ)⁻¹ • x) (R x + (a : ℂ)⁻¹ • x) = 0 := by
    rw [inner_add_right, inner_smul_right, h2 _ hz, hperp _ hz, mul_zero, add_zero]
  rw [neg_smul]
  exact eq_neg_of_add_eq_zero_left (inner_self_eq_zero.mp hzz)
```

## From diagonal factors to the operator norm

The fact `hn` is Parseval's identity, and `key` says that the $i$-th component of $Tx$ is $t_i\langle b_i,x\rangle$. The squared norms are then compared term by term.

```lean
/-- An operator that is diagonal in an orthonormal basis, with all diagonal factors of modulus at
most `c ≥ 0`, has operator norm at most `c`. -/
theorem norm_le_of_diagonal {ι : Type*} [Fintype ι] (b : OrthonormalBasis ι ℂ E)
    (T : E →L[ℂ] E) (t : ι → ℂ) (hT : ∀ i, T (b i) = t i • b i)
    {c : ℝ} (hc : 0 ≤ c) (ht : ∀ i, ‖t i‖ ≤ c) : ‖T‖ ≤ c := by
  classical
  have ho := orthonormal_iff_ite.mp b.orthonormal
  have hn : ∀ y : E, ‖y‖ ^ 2 = ∑ i, ‖inner ℂ (b i) y‖ ^ 2 := by
    intro y
    rw [← b.repr.norm_map y, EuclideanSpace.norm_sq_eq]
    simp only [b.repr_apply_apply]
  refine T.opNorm_le_bound hc fun x => ?_
  have key : ∀ i, inner ℂ (b i) (T x) = t i * inner ℂ (b i) x := by
    intro i
    conv_lhs => rw [← b.sum_repr' x]
    rw [map_sum, inner_sum, Finset.sum_eq_single i]
    · rw [map_smul, hT, inner_smul_right, inner_smul_right, ho, if_pos rfl]
      ring
    · intro j _ hj
      rw [map_smul, hT, inner_smul_right, inner_smul_right, ho, if_neg (Ne.symm hj)]
      ring
    · intro hi
      exact absurd (Finset.mem_univ i) hi
  -- compare the squared norms component by component
  refine (pow_le_pow_iff_left₀ (norm_nonneg _) (mul_nonneg hc (norm_nonneg _))
    two_ne_zero).mp ?_
  rw [mul_pow, hn (T x), hn x, Finset.mul_sum]
  refine Finset.sum_le_sum fun i _ => ?_
  rw [key, norm_mul, mul_pow]
  have := ht i
  gcongr
```

## Invertibility and the error factor

Finite dimension enters here as a hypothesis. The proof evaluates $\langle x,(A^2+h^2)x\rangle$ for a vector sent to zero, reaches $\|Ax\|^2+h^2\|x\|^2=0$ in `h4`, and concludes $x=0$. An injective endomorphism of a finite-dimensional space has an inverse, which supplies the unit.

```lean
variable [FiniteDimensional ℂ E]

/-- For Hermitian `A` and real `h ≠ 0` the operator `A² + h²` is invertible. -/
theorem isUnit_shiftedSquare {A : E →L[ℂ] E} (hA : (A : E →ₗ[ℂ] E).IsSymmetric)
    {h : ℝ} (hh : h ≠ 0) : IsUnit (shiftedSquare A h) := by
  have hinj : Function.Injective (shiftedSquare A h : E →ₗ[ℂ] E) := by
    refine (injective_iff_map_eq_zero _).mpr fun x hx => ?_
    have h0 : A (A x) + (h : ℂ) ^ 2 • x = 0 := hx
    -- the expectation value is ‖A x‖² + h² ‖x‖²
    have h1 : inner ℂ x (A (A x)) + (h : ℂ) ^ 2 * inner ℂ x x = 0 := by
      rw [← inner_smul_right, ← inner_add_right, h0, inner_zero_right]
    have h2 : inner ℂ (A x) (A x) = inner ℂ x (A (A x)) := hA x (A x)
    rw [← h2, inner_self_eq_norm_sq_to_K, inner_self_eq_norm_sq_to_K] at h1
    have h3 : (‖A x‖ : ℂ) ^ 2 + (h : ℂ) ^ 2 * (‖x‖ : ℂ) ^ 2 = 0 := h1
    have h4 : ‖A x‖ ^ 2 + h ^ 2 * ‖x‖ ^ 2 = 0 := by exact_mod_cast h3
    by_contra hne
    have h5 : 0 < ‖x‖ := norm_pos_iff.mpr hne
    have h6 : 0 < h ^ 2 * ‖x‖ ^ 2 := by positivity
    linarith [sq_nonneg ‖A x‖]
  let e := LinearEquiv.ofInjectiveEndo (shiftedSquare A h : E →ₗ[ℂ] E) hinj
  refine ⟨⟨shiftedSquare A h, LinearMap.toContinuousLinearMap (e.symm : E →ₗ[ℂ] E),
    ?_, ?_⟩, rfl⟩
  · ext x
    exact e.apply_symm_apply x
  · ext x
    exact e.symm_apply_apply x
```

With the inverse secured, its action on an eigenvector follows from applying it to $(A^2+h^2)x=(a^2+h^2)x$.

```lean
/-- For Hermitian `A` and real `h ≠ 0`, the regularised inverse acts on an eigenvector of `A` with
eigenvalue `a` as `a / (a² + h²)`. -/
theorem regularisedInverse_eigenvector {A : E →L[ℂ] E}
    (hA : (A : E →ₗ[ℂ] E).IsSymmetric) {h : ℝ} (hh : h ≠ 0)
    {a : ℝ} {x : E} (hx : A x = (a : ℂ) • x) :
    regularisedInverse A h x = ((a : ℂ) / ((a : ℂ) ^ 2 + (h : ℂ) ^ 2)) • x := by
  have hr : a ^ 2 + h ^ 2 ≠ 0 := by positivity
  have hne : (a : ℂ) ^ 2 + (h : ℂ) ^ 2 ≠ 0 := by exact_mod_cast hr
  have h1 : Ring.inverse (shiftedSquare A h) (shiftedSquare A h x) = x :=
    congrArg (fun T : E →L[ℂ] E => T x)
      (Ring.inverse_mul_cancel _ (isUnit_shiftedSquare hA hh))
  have h2 : shiftedSquare A h x = ((a : ℂ) ^ 2 + (h : ℂ) ^ 2) • x := by
    change A (A x) + (h : ℂ) ^ 2 • x = _
    rw [hx, map_smul, hx]
    module
  rw [h2, map_smul] at h1
  have h3 : Ring.inverse (shiftedSquare A h) x = ((a : ℂ) ^ 2 + (h : ℂ) ^ 2)⁻¹ • x := by
    rw [eq_inv_smul_iff₀ hne]
    exact h1
  change A (Ring.inverse (shiftedSquare A h) x) = _
  rw [h3, map_smul, hx, smul_smul, div_eq_inv_mul]
```

Adding the two actions gives the error factor; `field_simp` and `ring` carry out the fraction arithmetic. The lemma after it computes the modulus.

```lean
/-- For Hermitian `A` and real `h ≠ 0`, the regularisation error `R + A (A² + h²)⁻¹` acts on an
eigenvector of `A` with eigenvalue `a ≠ 0` as `-h² / (a (a² + h²))`. -/
theorem error_eigenvector {A R : E →L[ℂ] E} (hA : (A : E →ₗ[ℂ] E).IsSymmetric)
    (hR : IsReducedResolvent A R) {h : ℝ} (hh : h ≠ 0)
    {a : ℝ} (ha : a ≠ 0) {x : E} (hx : A x = (a : ℂ) • x) :
    (R + regularisedInverse A h) x = ((-(h ^ 2 / (a * (a ^ 2 + h ^ 2))) : ℝ) : ℂ) • x := by
  have hac : (a : ℂ) ≠ 0 := Complex.ofReal_ne_zero.mpr ha
  have hr : a ^ 2 + h ^ 2 ≠ 0 := by positivity
  have hne : (a : ℂ) ^ 2 + (h : ℂ) ^ 2 ≠ 0 := by exact_mod_cast hr
  change R x + regularisedInverse A h x = _
  rw [reducedResolvent_eigenvector hA hR ha hx, regularisedInverse_eigenvector hA hh hx,
    ← add_smul]
  congr 1
  push_cast
  field_simp
  ring

/-- The modulus of the error factor at eigenvalue `a` is `h² / (|a| (|a|² + h²))`. -/
theorem norm_error_factor {h : ℝ} (hh : h ≠ 0) (a : ℝ) :
    ‖((-(h ^ 2 / (a * (a ^ 2 + h ^ 2))) : ℝ) : ℂ)‖ = h ^ 2 / (|a| * (|a| ^ 2 + h ^ 2)) := by
  have hp : 0 < a ^ 2 + h ^ 2 := by positivity
  rw [Complex.norm_real, Real.norm_eq_abs, abs_neg, abs_div, abs_mul,
    abs_of_nonneg (sq_nonneg h), abs_of_pos hp, sq_abs]
```

## The bound, its sharpness and the limit

`norm_error_le` is the main inequality. Mathlib's spectral theorem supplies the eigenbasis `b`. For each basis vector the proof separates $a=0$, where the factor is zero, from $a\neq0$, where the gap applies and `gcongr` uses the monotonicity in $|a|$. The diagonal norm lemma finishes the argument.

```lean
/-- If the nonzero eigenvalues of the Hermitian operator `A` have modulus at least `D > 0`, then for
every real `h ≠ 0` the operator `A (A² + h²)⁻¹` reproduces `-R` up to an error of norm at most `h² /
(D (D² + h²))`. -/
theorem norm_error_le {A R : E →L[ℂ] E} (hA : (A : E →ₗ[ℂ] E).IsSymmetric)
    (hR : IsReducedResolvent A R) {D : ℝ} (hD : 0 < D) (hgap : HasGap A D)
    {h : ℝ} (hh : h ≠ 0) :
    ‖R + regularisedInverse A h‖ ≤ h ^ 2 / (D * (D ^ 2 + h ^ 2)) := by
  have hc : 0 ≤ h ^ 2 / (D * (D ^ 2 + h ^ 2)) := by positivity
  let b := hA.eigenvectorBasis rfl
  -- each basis vector is an eigenvector of the error, with a factor within the claimed bound
  have hex : ∀ i, ∃ t : ℂ, (R + regularisedInverse A h) (b i) = t • b i ∧
      ‖t‖ ≤ h ^ 2 / (D * (D ^ 2 + h ^ 2)) := by
    intro i
    obtain ⟨a, hx⟩ : ∃ a : ℝ, A (b i) = (a : ℂ) • b i :=
      ⟨hA.eigenvalues rfl i, hA.apply_eigenvectorBasis rfl i⟩
    by_cases ha : a = 0
    · refine ⟨0, ?_, by rw [norm_zero]; exact hc⟩
      have hk : A (b i) = 0 := by rw [hx, ha, Complex.ofReal_zero, zero_smul]
      change R (b i) + regularisedInverse A h (b i) = _
      rw [hR.kills _ hk, regularisedInverse_eigenvector hA hh hx, ha, Complex.ofReal_zero,
        zero_div, zero_smul, add_zero]
    · refine ⟨_, error_eigenvector hA hR hh ha hx, ?_⟩
      have hDa : D ≤ |a| := hgap a (b i) (b.orthonormal.ne_zero i) hx ha
      rw [norm_error_factor hh]
      gcongr
  choose t ht hb using hex
  exact norm_le_of_diagonal b _ t ht hc hb
```

For equality, a nonzero eigenvector with $|a|=D$ is inserted into $\|Tx\|\le\|T\|\,\|x\|$, and $\|x\|$ is cancelled. The eigenvector need not be normalised.

```lean
/-- If the nonzero eigenvalues of the Hermitian operator `A` have modulus at least `D > 0`, and `D`
or `-D` is itself an eigenvalue, then for real `h ≠ 0` the error norm equals `h² / (D (D² + h²))`.
-/
theorem norm_error_eq {A R : E →L[ℂ] E} (hA : (A : E →ₗ[ℂ] E).IsSymmetric)
    (hR : IsReducedResolvent A R) {D : ℝ} (hD : 0 < D) (hgap : HasGap A D)
    {h : ℝ} (hh : h ≠ 0) {a : ℝ} (haD : |a| = D) {x : E} (hx0 : x ≠ 0)
    (hx : A x = (a : ℂ) • x) :
    ‖R + regularisedInverse A h‖ = h ^ 2 / (D * (D ^ 2 + h ^ 2)) := by
  refine le_antisymm (norm_error_le hA hR hD hgap hh) ?_
  have ha : a ≠ 0 := abs_pos.mp (haD ▸ hD)
  -- test the operator norm on the eigenvector at the edge of the gap
  have h1 := (R + regularisedInverse A h).le_opNorm x
  rw [error_eigenvector hA hR hh ha hx, norm_smul, norm_error_factor hh, haD] at h1
  exact le_of_mul_le_mul_right h1 (norm_pos_iff.mpr hx0)
```

The limit is taken in operator norm through nonzero $h$, which is the meaning of `𝓝[≠] 0`. The error is squeezed between zero and $h^2/D^3$. The statement records convergence alone; the quadratic rate comes from `norm_error_le`.

```lean
/-- Let `A` be Hermitian with nonzero eigenvalues of modulus at least `D > 0`. As `h` tends to zero
through nonzero values, `-A (A² + h²)⁻¹` converges in operator norm to the reduced resolvent. -/
theorem tendsto_reducedResolvent {A R : E →L[ℂ] E} (hA : (A : E →ₗ[ℂ] E).IsSymmetric)
    (hR : IsReducedResolvent A R) {D : ℝ} (hD : 0 < D) (hgap : HasGap A D) :
    Tendsto (fun h : ℝ => -regularisedInverse A h) (𝓝[≠] 0) (𝓝 R) := by
  rw [tendsto_iff_norm_sub_tendsto_zero]
  have hlim : Tendsto (fun h : ℝ => h ^ 2 / D ^ 3) (𝓝[≠] 0) (𝓝 0) := by
    have hcont : Continuous fun h : ℝ => h ^ 2 / D ^ 3 := by fun_prop
    exact (hcont.tendsto' 0 0 (by simp)).mono_left nhdsWithin_le_nhds
  refine squeeze_zero' (Eventually.of_forall fun h => norm_nonneg _) ?_ hlim
  filter_upwards [self_mem_nhdsWithin] with h hh
  have he : -regularisedInverse A h - R = -(R + regularisedInverse A h) := by abel
  rw [he, norm_neg]
  refine (norm_error_le hA hR hD hgap hh).trans ?_
  -- dropping h² in the denominator leaves the quadratic bound h² / D³
  have hden : D ^ 3 ≤ D * (D ^ 2 + h ^ 2) := by nlinarith [mul_nonneg hD.le (sq_nonneg h)]
  gcongr
```

## The three-level operator as a concrete case

The definition below multiplies the components of a vector in $\mathbb C^3$ by given real numbers.

```lean
/-- The three-level operator that is diagonal with real entries `a`. -/
def diagonalOperator (a : Fin 3 → ℝ) :
    EuclideanSpace ℂ (Fin 3) →L[ℂ] EuclideanSpace ℂ (Fin 3) :=
  LinearMap.toContinuousLinearMap
    { toFun := fun x => WithLp.toLp 2 (fun i => (a i : ℂ) * x i)
      map_add' := by
        intro x y
        ext i
        exact mul_add _ _ _
      map_smul' := by
        intro c x
        ext i
        exact mul_left_comm _ _ _ }
```

For the levels $0,1,-2$ used in the table, the last theorem verifies Hermiticity, the gap $D=1$, and that the diagonal operator with entries $0,-1,1/2$ is the reduced resolvent. All hypotheses of the bound are thus met by an explicit example. The proof works componentwise: kernel vectors have only component `0`, and vectors orthogonal to the kernel have that component equal to zero.

```lean
/-- The operator with levels `0, 1, -2` is Hermitian with gap `1`, and its reduced resolvent is
diagonal with entries `0, -1, 1/2`. -/
theorem reducedResolvent_witness :
    (diagonalOperator ![0, 1, -2] :
      EuclideanSpace ℂ (Fin 3) →ₗ[ℂ] EuclideanSpace ℂ (Fin 3)).IsSymmetric ∧
    HasGap (diagonalOperator ![0, 1, -2]) 1 ∧
    IsReducedResolvent (diagonalOperator ![0, 1, -2]) (diagonalOperator ![0, -1, 1 / 2]) := by
  have hd : ∀ (a : Fin 3 → ℝ) (x : EuclideanSpace ℂ (Fin 3)) (i : Fin 3),
      diagonalOperator a x i = (a i : ℂ) * x i := fun _ _ _ => rfl
  -- kernel vectors have only the first component
  have hker : ∀ y, diagonalOperator ![0, 1, -2] y = 0 → y 1 = 0 ∧ y 2 = 0 := by
    intro y hy
    have hk : ∀ i, ((![0, 1, -2] : Fin 3 → ℝ) i : ℂ) * y i = 0 := fun i =>
      congrArg (fun v : EuclideanSpace ℂ (Fin 3) => v i) hy
    exact ⟨by simpa using hk 1, by simpa using hk 2⟩
  refine ⟨?_, ?_, ?_, ?_⟩
  · intro x y
    simp only [PiLp.inner_apply, ContinuousLinearMap.coe_coe, hd, RCLike.inner_apply,
      map_mul, Complex.conj_ofReal]
    exact Finset.sum_congr rfl fun i _ => by ring
  · intro a x hx h ha
    obtain ⟨i, hi⟩ : ∃ i, x i ≠ 0 := by
      by_contra hc
      exact hx (by ext i; exact not_not.mp fun hi => hc ⟨i, hi⟩)
    have h1 : ((![0, 1, -2] : Fin 3 → ℝ) i : ℂ) * x i = (a : ℂ) * x i :=
      congrArg (fun v : EuclideanSpace ℂ (Fin 3) => v i) h
    have h2 : (![0, 1, -2] : Fin 3 → ℝ) i = a :=
      Complex.ofReal_injective (mul_right_cancel₀ hi h1)
    rw [← h2] at ha ⊢
    clear h1 h2 hi
    fin_cases i
    · exact (ha rfl).elim
    · change (1 : ℝ) ≤ |(1 : ℝ)|
      norm_num
    · change (1 : ℝ) ≤ |(-2 : ℝ)|
      norm_num
  · intro x hx
    obtain ⟨h1, h2⟩ := hker x hx
    ext i
    rw [hd]
    fin_cases i <;> simp [h1, h2]
  · intro x hx
    have h0 : x 0 = 0 := by
      have h1 := hx (EuclideanSpace.single 0 1) (by
        ext i
        rw [hd]
        fin_cases i <;> simp)
      simpa [EuclideanSpace.inner_single_left] using h1
    constructor
    · ext i
      rw [hd, hd]
      fin_cases i <;> simp [h0]
    · intro y hy
      obtain ⟨h1, h2⟩ := hker y hy
      simp [PiLp.inner_apply, Fin.sum_univ_three, hd, h0, h1, h2]

end

end RegularisedReducedResolvent
```

```lean
#print axioms RegularisedReducedResolvent.norm_error_eq
#print axioms RegularisedReducedResolvent.tendsto_reducedResolvent
```

```
'RegularisedReducedResolvent.norm_error_eq' depends on axioms: [propext, Classical.choice, Quot.sound]
'RegularisedReducedResolvent.tendsto_reducedResolvent' depends on axioms: [propext, Classical.choice, Quot.sound]
```
